# Real A2 polynomials of C4v in x and y are multiples of xy(x² − y²), so nonzero ones have degree at least four

Suppose I take "function" to mean a real polynomial in the plane coordinates $x$ and $y$, and let each mirror of C4v act by substituting coordinates. A polynomial of type A2 then changes sign under $x\to-x$, under $y\to-y$ and under the swap $x\leftrightarrow y$. I believe that it must contain the factor $xy(x^2-y^2)$, so that nothing nonzero of this type exists below degree four. Can this be made rigorous and checked by machine?

## Dividing out the four mirror lines

Yes. With polynomials as the functions, the claim becomes one about divisibility, and it can be proved one linear factor at a time.

Let $\sigma$ be a substitution of the coordinates $x_i$, and let $l$ be a polynomial that divides every $x_i-\sigma x_i$. Then $l$ divides $f-\sigma f$ for every polynomial $f$. For constants the difference is zero, sums are immediate, and multiplication by a coordinate follows from

$$p\,x_i-\sigma(p)\,\sigma(x_i)=(p-\sigma p)\,x_i+\sigma(p)\,(x_i-\sigma x_i).$$

If $\sigma f=-f$, the difference is $2f$, so $l$ divides $f$.

Oddness also passes to cofactors. If $f=pg$ with $p\neq0$, $\sigma p=p$ and $\sigma f=-f$, then $p\,\sigma g=-pg$, hence $\sigma g=-g$.

Now let $f$ be A2.

1. Under $x\to-x$ the coordinates change by $2x$ and $0$, so $f=xg$.
2. The factor $x$ is invariant under $y\to-y$, so $g$ is odd there. The changes are $0$ and $2y$, so $g=yh$.
3. The product $xy$ is invariant under the swap, so $h$ is odd there. The changes are $x-y$ and $-(x-y)$, so $h=(x-y)k$.
4. The antidiagonal mirror $x\to-y$, $y\to-x$ is a product of the three given mirrors, so $f$ is odd under it. It leaves $xy(x-y)$ invariant, so $k$ is odd too. Both changes are $x+y$, so $k=(x+y)m$.

Thus $f=qm$ with $q=xy(x^2-y^2)$. Under each given mirror $q$ is odd, so $-q\,\sigma m=-qm$ and $\sigma m=m$: the cofactor is A1. Conversely, $q$ times an A1 polynomial is A2.

Degrees add, so a nonzero $f$ has degree $4+\deg m\ge4$. If the degree is at most four, $m$ is constant; $f=0$ is the multiple by zero.

The slip to avoid is treating $g=f/x$ as A2 again. It is even under $x\to-x$, and because the swap turns the removed factor $x$ into $y$, a nonzero $g$ is not odd under the swap. Once $y$ has been removed as well, the cofactor $h$ is odd under the swap, because $xy$ is invariant.

In Lean, `PlanePoly` is the ring of real polynomials in two variables, with `X 0` for $x$ and `X 1` for $y$. The maps `mirrorX`, `mirrorY` and `mirrorD` are the substitutions, and `IsA2` and `IsA1` record oddness and invariance under all three. `isA2_iff` states the factorisation in both directions, `IsA2.four_le_totalDegree` the bound for nonzero $f$, and `IsA2.eq_const_mul` the uniqueness of the quartic up to a real factor. Dependence on $z$ and non-polynomial functions are not covered.

```lean
import Mathlib

open MvPolynomial

namespace C4vInvariants

noncomputable section

/-- Real polynomial functions of the two plane coordinates x = X 0 and y = X 1. -/
abbrev PlanePoly := MvPolynomial (Fin 2) ℝ

/-- The mirror operation x → -x acting on polynomials. -/
def mirrorX : PlanePoly →ₐ[ℝ] PlanePoly := aeval ![-X 0, X 1]

/-- The mirror operation y → -y acting on polynomials. -/
def mirrorY : PlanePoly →ₐ[ℝ] PlanePoly := aeval ![X 0, -X 1]

/-- The diagonal mirror operation, which swaps x and y. -/
def mirrorD : PlanePoly →ₐ[ℝ] PlanePoly := aeval ![X 1, X 0]

/-- The quarter turn x → y, y → -x acting on polynomials. -/
def quarterTurn : PlanePoly →ₐ[ℝ] PlanePoly := aeval ![X 1, -X 0]

/-- A polynomial of type A1: unchanged by each of the three mirrors. -/
structure IsA1 (f : PlanePoly) : Prop where
  x : mirrorX f = f
  y : mirrorY f = f
  d : mirrorD f = f

/-- A polynomial of type A2: it changes sign under each of the three mirrors. -/
structure IsA2 (f : PlanePoly) : Prop where
  x : mirrorX f = -f
  y : mirrorY f = -f
  d : mirrorD f = -f

/-- The quartic x y (x² - y²). -/
def a2Quartic : PlanePoly := X 0 * X 1 * (X 0 ^ 2 - X 1 ^ 2)

/-- If a polynomial l divides the change of every coordinate under a substitution,
it divides the change of every polynomial. -/
theorem dvd_sub_substitution {ι : Type*}
    (σ : MvPolynomial ι ℝ →ₐ[ℝ] MvPolynomial ι ℝ) (l : MvPolynomial ι ℝ)
    (h : ∀ i, l ∣ X i - σ (X i)) (f : MvPolynomial ι ℝ) : l ∣ f - σ f := by
  induction f using MvPolynomial.induction_on with
  | C a =>
    have hc : σ (C a) = C a := σ.commutes a
    rw [hc, sub_self]
    exact dvd_zero l
  | add p q hp hq =>
    have hs := dvd_add hp hq
    rw [map_add]
    convert hs using 1
    ring
  | mul_X p i hp =>
    -- a discrete product rule for the change under σ
    have hs := dvd_add (hp.mul_right (X i)) ((h i).mul_left (σ p))
    rw [map_mul]
    convert hs using 1
    ring

/-- A polynomial that is odd under a substitution is divisible by every l that divides
the change of each coordinate. -/
theorem dvd_of_odd {ι : Type*}
    (σ : MvPolynomial ι ℝ →ₐ[ℝ] MvPolynomial ι ℝ) (l : MvPolynomial ι ℝ)
    (h : ∀ i, l ∣ X i - σ (X i)) {f : MvPolynomial ι ℝ} (hf : σ f = -f) : l ∣ f := by
  obtain ⟨k, hk⟩ := dvd_sub_substitution σ l h f
  rw [hf] at hk
  have hc : (C (1 / 2 : ℝ) : MvPolynomial ι ℝ) * 2 = 1 := by
    rw [show (2 : MvPolynomial ι ℝ) = C 2 from (map_ofNat C 2).symm, ← C_mul]
    norm_num
  exact ⟨C (1 / 2 : ℝ) * k, by linear_combination C (1 / 2 : ℝ) * hk - f * hc⟩

/-- When an odd polynomial is divided by a nonzero invariant factor, the cofactor is odd. -/
theorem odd_cofactor (σ : PlanePoly →ₐ[ℝ] PlanePoly) {f p g : PlanePoly}
    (hp0 : p ≠ 0) (hp : σ p = p) (hfg : f = p * g) (hf : σ f = -f) : σ g = -g := by
  rw [hfg, map_mul, hp] at hf
  exact mul_left_cancel₀ hp0 (by linear_combination hf)

/-- An A2 polynomial is unchanged by the quarter turn. -/
theorem IsA2.quarterTurn_eq {f : PlanePoly} (hf : IsA2 f) : quarterTurn f = f := by
  -- the quarter turn is a product of two mirrors
  have h : quarterTurn = mirrorX.comp mirrorD :=
    MvPolynomial.algHom_ext (Fin.forall_fin_two.2
      ⟨by simp [quarterTurn, mirrorX, mirrorD], by simp [quarterTurn, mirrorX, mirrorD]⟩)
  rw [h, AlgHom.comp_apply, hf.d, map_neg, hf.x, neg_neg]

/-- The quartic x y (x² - y²) is of type A2. -/
theorem a2Quartic_isA2 : IsA2 a2Quartic := by
  constructor <;>
    simp only [a2Quartic, mirrorX, mirrorY, mirrorD, map_mul, map_sub, map_pow, aeval_X,
      Matrix.cons_val_zero, Matrix.cons_val_one] <;> ring

/-- The quartic x y (x² - y²) is not the zero polynomial. -/
theorem a2Quartic_ne_zero : a2Quartic ≠ 0 := by
  intro h
  have h' := congrArg (eval (![2, 1] : Fin 2 → ℝ)) h
  norm_num [a2Quartic] at h'

/-- The quartic x y (x² - y²) has total degree four. -/
theorem a2Quartic_totalDegree : a2Quartic.totalDegree = 4 := by
  have h : a2Quartic.IsHomogeneous 4 :=
    ((isHomogeneous_X ℝ 0).mul (isHomogeneous_X ℝ 1)).mul
      (((isHomogeneous_X ℝ 0).pow 2).sub ((isHomogeneous_X ℝ 1).pow 2))
  exact h.totalDegree a2Quartic_ne_zero

/-- A polynomial is of type A2 exactly when it is x y (x² - y²) times a polynomial
of type A1. -/
theorem isA2_iff (f : PlanePoly) : IsA2 f ↔ ∃ g, IsA1 g ∧ f = a2Quartic * g := by
  constructor
  · intro hf
    -- split off x, then y
    obtain ⟨g, hg⟩ : (X 0 : PlanePoly) ∣ f := dvd_of_odd mirrorX _ (Fin.forall_fin_two.2
      ⟨⟨2, by simp only [mirrorX, aeval_X, Matrix.cons_val_zero]; ring⟩,
       ⟨0, by simp only [mirrorX, aeval_X, Matrix.cons_val_zero, Matrix.cons_val_one]; ring⟩⟩)
      hf.x
    have gy : mirrorY g = -g := odd_cofactor mirrorY (X_ne_zero 0)
      (by simp only [mirrorY, aeval_X, Matrix.cons_val_zero]) hg hf.y
    obtain ⟨h, hh⟩ : (X 1 : PlanePoly) ∣ g := dvd_of_odd mirrorY _ (Fin.forall_fin_two.2
      ⟨⟨0, by simp only [mirrorY, aeval_X, Matrix.cons_val_zero]; ring⟩,
       ⟨2, by simp only [mirrorY, aeval_X, Matrix.cons_val_zero, Matrix.cons_val_one]; ring⟩⟩)
      gy
    -- split off x - y with the diagonal mirror
    have hd : mirrorD h = -h := odd_cofactor mirrorD (p := X 0 * X 1)
      (mul_ne_zero (X_ne_zero 0) (X_ne_zero 1))
      (by simp only [mirrorD, map_mul, aeval_X, Matrix.cons_val_zero, Matrix.cons_val_one]; ring)
      (by rw [hg, hh]; ring) hf.d
    obtain ⟨k, hk⟩ : (X 0 - X 1 : PlanePoly) ∣ h := dvd_of_odd mirrorD _ (Fin.forall_fin_two.2
      ⟨⟨1, by simp only [mirrorD, aeval_X, Matrix.cons_val_zero]; ring⟩,
       ⟨-1, by simp only [mirrorD, aeval_X, Matrix.cons_val_zero, Matrix.cons_val_one]; ring⟩⟩)
      hd
    -- split off x + y with the antidiagonal mirror, a product of the other three
    have hne : (X 0 * X 1 * (X 0 - X 1) : PlanePoly) ≠ 0 := by
      intro h0
      have h' := congrArg (eval (![2, 1] : Fin 2 → ℝ)) h0
      norm_num at h'
    have ka : ((mirrorX.comp mirrorY).comp mirrorD) k = -k := odd_cofactor (f := f) _ hne
      (by
        simp only [AlgHom.comp_apply, mirrorX, mirrorY, mirrorD, map_mul, map_sub, map_neg,
          aeval_X, Matrix.cons_val_zero, Matrix.cons_val_one]
        ring)
      (by rw [hg, hh, hk]; ring)
      (by simp only [AlgHom.comp_apply, hf.d, map_neg, hf.y, hf.x, neg_neg])
    obtain ⟨m, hm⟩ : (X 0 + X 1 : PlanePoly) ∣ k := dvd_of_odd _ _ (Fin.forall_fin_two.2
      ⟨⟨1, by
        simp only [AlgHom.comp_apply, mirrorX, mirrorY, mirrorD, map_neg,
          aeval_X, Matrix.cons_val_zero, Matrix.cons_val_one]
        ring⟩,
       ⟨1, by
        simp only [AlgHom.comp_apply, mirrorX, mirrorY, mirrorD,
          aeval_X, Matrix.cons_val_zero, Matrix.cons_val_one]
        ring⟩⟩) ka
    have hfm : f = a2Quartic * m := by rw [hg, hh, hk, hm, a2Quartic]; ring
    -- the signs of f and of the quartic cancel in the cofactor
    have inv : ∀ σ : PlanePoly →ₐ[ℝ] PlanePoly,
        σ a2Quartic = -a2Quartic → σ f = -f → σ m = m := by
      intro σ hq hs
      rw [hfm, map_mul, hq] at hs
      exact mul_left_cancel₀ a2Quartic_ne_zero (by linear_combination -hs)
    exact ⟨m, ⟨inv _ a2Quartic_isA2.x hf.x, inv _ a2Quartic_isA2.y hf.y,
      inv _ a2Quartic_isA2.d hf.d⟩, hfm⟩
  · rintro ⟨g, hg, rfl⟩
    exact ⟨by rw [map_mul, a2Quartic_isA2.x, hg.x, neg_mul],
      by rw [map_mul, a2Quartic_isA2.y, hg.y, neg_mul],
      by rw [map_mul, a2Quartic_isA2.d, hg.d, neg_mul]⟩

/-- A nonzero A2 polynomial has total degree at least four. -/
theorem IsA2.four_le_totalDegree {f : PlanePoly} (hf : IsA2 f) (h0 : f ≠ 0) :
    4 ≤ f.totalDegree := by
  obtain ⟨g, -, rfl⟩ := (isA2_iff f).1 hf
  rw [totalDegree_mul_of_isDomain a2Quartic_ne_zero (right_ne_zero_of_mul h0),
    a2Quartic_totalDegree]
  omega

/-- Every A2 polynomial of total degree at most four is a real multiple of x y (x² - y²). -/
theorem IsA2.eq_const_mul {f : PlanePoly} (hf : IsA2 f) (hdeg : f.totalDegree ≤ 4) :
    ∃ c : ℝ, f = C c * a2Quartic := by
  obtain ⟨g, -, rfl⟩ := (isA2_iff f).1 hf
  by_cases hg : g = 0
  · exact ⟨0, by rw [hg, C_0, mul_zero, zero_mul]⟩
  · rw [totalDegree_mul_of_isDomain a2Quartic_ne_zero hg, a2Quartic_totalDegree] at hdeg
    -- no degree is left for the cofactor, so it is a constant
    have hc : g = C (g.coeff 0) := totalDegree_eq_zero_iff_eq_C.1 (by omega)
    exact ⟨g.coeff 0, by rw [← hc, mul_comm]⟩

end

end C4vInvariants
```

```lean
#print axioms C4vInvariants.IsA2.quarterTurn_eq
#print axioms C4vInvariants.IsA2.four_le_totalDegree
#print axioms C4vInvariants.IsA2.eq_const_mul
```

```
'C4vInvariants.IsA2.quarterTurn_eq' depends on axioms: [propext, Classical.choice, Quot.sound]
'C4vInvariants.IsA2.four_le_totalDegree' depends on axioms: [propext, Classical.choice, Quot.sound]
'C4vInvariants.IsA2.eq_const_mul' depends on axioms: [propext, Classical.choice, Quot.sound]
```

`dvd_sub_substitution` is the induction above, with the product rule in its `mul_X` case. `dvd_of_odd` removes the factor 2, and `odd_cofactor` cancels $p$. In `isA2_iff`, the four `obtain` steps that produce `g`, `h`, `k` and `m` are the four divisions, and `inv` shows that `m` is A1. The quartic is nonzero because its value at $(2,1)$ is 6, and it has degree four because it is homogeneous.

Another model would build C4v as a group of eight elements acting on polynomials and define A2 by its character. That ties the definition directly to the character table but requires constructing the action; it selects the same polynomials. Here `IsA2.quarterTurn_eq` supplies the link, deriving invariance under the quarter turn from two mirrors.

In electronic structure, the result means that a basis function on a fourfold axis, written as a polynomial in $x$ and $y$ times a fully symmetric radial factor, can be A2 only if the polynomial reaches degree four.
